# The total photon number of a coherent state of finitely many modes is Poisson distributed

A detector that does not distinguish between modes records only the total number of photons, and using the one-mode counting formula for that total is wrong in general. Thermal light shows the failure: at a fixed mean count, its fluctuations are smaller when the light is shared equally between two modes than when it occupies one. Without a law for the total, the direct calculation adds the probabilities of all ways to share the photons among the modes. For 20 photons in 10 modes there are already 10,015,005 of them.

For coherent light the one-mode formula does survive. Let the modes be labelled by k, with complex amplitudes a_k, and let M be the sum of the |a_k|². The probability of finding N photons in total is then

    P(N) = exp(−M) M^N / N!

so the amplitudes enter only through M, and at a given M the division of the light among the modes does not matter. The derivation starts from the quantum amplitudes of the state, and the Poisson law comes out of them.

```lean
import Mathlib

open Finset
open scoped Nat

namespace MultimodeCoherentState

noncomputable section
```

## The state in the number basis

A coherent state of one mode with complex amplitude α has, for the state with m photons, the probability amplitude

    c(m) = exp(−|α|²/2) α^m / √(m!)

In Lean this is `modeAmplitude α m`. The exponential and the square root are real numbers that are then read as complex ones. In the exponent, the minus sign acts after the square.

```lean
/-- The amplitude of the `m`-photon state in a one-mode coherent state of amplitude `α`. -/
def modeAmplitude (α : ℂ) (m : ℕ) : ℂ :=
  ((Real.exp (-‖α‖ ^ 2 / 2) : ℝ) : ℂ) * α ^ m / ((Real.sqrt (m ! : ℝ) : ℝ) : ℂ)
```

With several modes, the state is a product state. If n_k is the number of photons in mode k, the amplitude of the whole list n of occupation numbers is

    c(n) = ∏_k exp(−|a_k|²/2) a_k^(n_k) / √(n_k!)

The type `ι` is the finite set of mode labels. A label may stand for a wave vector together with a polarisation. The modes are taken to be orthogonal, so that the occupation numbers label an orthonormal basis; apart from this, the shape of the mode functions plays no role. The amplitudes form a function `a : ι → ℂ` without any restriction, and the occupation numbers form a function `n : ι → ℕ`.

```lean
variable {ι : Type*} [Fintype ι]

/-- The amplitude of the occupation numbers `n` in the multimode coherent state with
mode amplitudes `a`. -/
def coherentAmplitude (a : ι → ℂ) (n : ι → ℕ) : ℂ :=
  ∏ k, modeAmplitude (a k) (n k)
```

The only combination of the amplitudes that the counting law needs is

    M = ∑_k |a_k|²

The code calls it `intensity`. It is a dimensionless number, which will turn out to be the mean photon number, and not a power per unit area.

```lean
/-- The sum `M` of the squared moduli of the mode amplitudes. -/
def intensity (a : ι → ℂ) : ℝ := ∑ k, ‖a k‖ ^ 2
```

By the Born rule, the probability of N photons in total is the sum of the squared moduli over all occupations with that total:

    P(N) = ∑_{n : ∑_k n_k = N} |c(n)|²

The finite set `piAntidiag univ N` contains exactly these occupations. The definition has no Poisson weight in it.

```lean
/-- The probability of finding `N` photons in total: the squared moduli of the amplitudes,
summed over all occupation numbers that add up to `N`. -/
def totalPhotonProb [DecidableEq ι] (a : ι → ℂ) (N : ℕ) : ℝ :=
  ∑ n ∈ piAntidiag (univ : Finset ι) N, ‖coherentAmplitude a n‖ ^ 2
```

## Why the state deserves its name

A coherent state is an eigenstate of the annihilation operator. Write b for this operator in one mode, to keep it apart from the numbers a_k. It acts as b|m⟩ = √m |m−1⟩, so the coefficient of |m⟩ in b applied to the state is √(m+1) c(m+1). Since √((m+1)!) = √(m+1) √(m!), one factor cancels:

    √(m+1) c(m+1) = exp(−|α|²/2) α^(m+1) / √(m!) = α c(m)

In the proof, `h3` is the splitting of the square root, while `h1` and `h2` say that the denominators are non-zero. After cross-multiplication, `ring` compares the two sides.

```lean
/-- The one-mode amplitudes satisfy the eigenvalue equation of the annihilation operator,
written in the number basis. -/
theorem modeAmplitude_succ (α : ℂ) (m : ℕ) :
    ((Real.sqrt ((m : ℝ) + 1) : ℝ) : ℂ) * modeAmplitude α (m + 1)
      = α * modeAmplitude α m := by
  have h1 : ((Real.sqrt ((m : ℝ) + 1) : ℝ) : ℂ) ≠ 0 :=
    Complex.ofReal_ne_zero.mpr (Real.sqrt_pos.mpr (by positivity)).ne'
  have h2 : ((Real.sqrt (m ! : ℝ) : ℝ) : ℂ) ≠ 0 :=
    Complex.ofReal_ne_zero.mpr (Real.sqrt_pos.mpr (by positivity)).ne'
  have h3 : Real.sqrt ((m + 1)! : ℝ) = Real.sqrt ((m : ℝ) + 1) * Real.sqrt (m ! : ℝ) := by
    rw [← Real.sqrt_mul (by positivity), Nat.factorial_succ]
    push_cast
    rfl
  unfold modeAmplitude
  rw [h3, Complex.ofReal_mul, mul_div_assoc', mul_div_assoc',
    div_eq_div_iff (mul_ne_zero h1 h2) h2]
  ring
```

With several modes, let b_k remove a photon from mode k, and let e_k be the occupation with one photon in mode k and none elsewhere. The other modes are unaffected, so their factors are common to both sides:

    √(n_k+1) c(n+e_k) = a_k c(n)

The expression `Function.update n k (n k + 1)` is n + e_k. The proof takes the factor of mode k out of each product, shows in `hrest` that the remaining factors agree, and multiplies the one-mode equation by them. The theorem is the eigenvalue equation written coefficient by coefficient; the Fock space and the operators b_k are not constructed as Lean objects.

```lean
/-- The amplitudes of the multimode coherent state satisfy the eigenvalue equation of the
annihilation operator of each mode `k`, with eigenvalue `a k`, written in the occupation-number
basis. -/
theorem annihilation_eigenstate [DecidableEq ι] (a : ι → ℂ) (n : ι → ℕ) (k : ι) :
    ((Real.sqrt ((n k : ℝ) + 1) : ℝ) : ℂ)
        * coherentAmplitude a (Function.update n k (n k + 1))
      = a k * coherentAmplitude a n := by
  -- the other modes are spectators
  have hrest : ∏ j ∈ univ.erase k, modeAmplitude (a j) (Function.update n k (n k + 1) j)
      = ∏ j ∈ univ.erase k, modeAmplitude (a j) (n j) := by
    refine prod_congr rfl fun j hj => ?_
    rw [Function.update_of_ne (ne_of_mem_erase hj)]
  unfold coherentAmplitude
  rw [← mul_prod_erase univ
      (fun j => modeAmplitude (a j) (Function.update n k (n k + 1) j)) (mem_univ k),
    ← mul_prod_erase univ (fun j => modeAmplitude (a j) (n j)) (mem_univ k), hrest]
  simp only [Function.update_self]
  linear_combination
    (∏ j ∈ univ.erase k, modeAmplitude (a j) (n j)) * modeAmplitude_succ (a k) (n k)
```

## From amplitudes to the counting law

The modulus of a product is the product of the moduli, so the phases of the a_k disappear. Squaring exp(−|a_k|²/2) removes the one half, and squaring √(n_k!) removes the root:

    |c(n)|² = ∏_k exp(−|a_k|²) |a_k|^(2n_k) / n_k!

The occupation numbers of different modes are therefore independent, each with a Poisson distribution of its own. In Lean, `he` squares the exponential, and the rewriting that follows treats the other factors of a single mode.

```lean
/-- The joint probability of the occupation numbers `n` is a product of one-mode
Poisson weights. -/
theorem occupation_probability (a : ι → ℂ) (n : ι → ℕ) :
    ‖coherentAmplitude a n‖ ^ 2
      = ∏ k, Real.exp (-‖a k‖ ^ 2) * ‖a k‖ ^ (2 * n k) / ((n k)! : ℝ) := by
  unfold coherentAmplitude
  rw [norm_prod, ← prod_pow]
  refine prod_congr rfl fun k _ => ?_
  have he : Real.exp (-‖a k‖ ^ 2 / 2) ^ 2 = Real.exp (-‖a k‖ ^ 2) := by
    rw [← Real.exp_nat_mul]
    congr 1
    push_cast
    ring
  unfold modeAmplitude
  rw [norm_div, norm_mul, norm_pow, Complex.norm_real, Complex.norm_real,
    Real.norm_of_nonneg (Real.exp_pos _).le, Real.norm_of_nonneg (Real.sqrt_nonneg _),
    div_pow, mul_pow, he, Real.sq_sqrt (by positivity), ← pow_mul, mul_comm (n k) 2]
```

Now let the occupation numbers add up to N. The exponentials multiply to exp(−M). Multiplying and dividing by N! gives

    |c(n)|² = (exp(−M) / N!) · (N! / ∏_k n_k!) · ∏_k (|a_k|²)^(n_k)

The first factor is the same for every such n. The second is the multinomial coefficient, which counts the ways to assign N distinguishable objects to the modes with the prescribed numbers. The multinomial theorem therefore does the sum:

    ∑_n (N! / ∏_k n_k!) ∏_k (|a_k|²)^(n_k) = (∑_k |a_k|²)^N = M^N

and P(N) = exp(−M) M^N / N! follows.

The theorem states this for every finite set of modes, all complex amplitudes and every natural number N. Its proof has the same two stages. The statement `hterm` is the rewritten form of |c(n)|²: within it, `hm` identifies the multinomial coefficient and `hexp` combines the exponentials. Then `sum_pow_eq_sum_piAntidiag`, the multinomial theorem, is used from right to left.

```lean
variable [DecidableEq ι]

/-- The total photon number of a multimode coherent state has the Poisson distribution
with parameter `M`, the sum of the squared moduli of the mode amplitudes. -/
theorem totalPhotonProb_eq_poisson (a : ι → ℂ) (N : ℕ) :
    totalPhotonProb a N
      = Real.exp (-intensity a) * intensity a ^ N / (N ! : ℝ) := by
  have hterm : ∀ n ∈ piAntidiag (univ : Finset ι) N, ‖coherentAmplitude a n‖ ^ 2
      = Real.exp (-intensity a) / (N ! : ℝ)
        * ((Nat.multinomial univ n : ℝ) * ∏ k, (‖a k‖ ^ 2) ^ n k) := by
    intro n hn
    have hN : ∑ k, n k = N := (mem_piAntidiag.mp hn).1
    -- the multinomial coefficient is N! divided by the product of the n_k!
    have hm : (∏ k, ((n k)! : ℝ)) * (Nat.multinomial univ n : ℝ) = (N ! : ℝ) := by
      have h := Nat.multinomial_spec univ n
      rw [hN] at h
      exact_mod_cast h
    have hp : (∏ k, ((n k)! : ℝ)) ≠ 0 :=
      prod_ne_zero_iff.mpr fun k _ => by positivity
    have hf : (N ! : ℝ) ≠ 0 := by positivity
    have hexp : ∏ k, Real.exp (-‖a k‖ ^ 2) = Real.exp (-intensity a) := by
      rw [← Real.exp_sum, intensity, sum_neg_distrib]
    rw [occupation_probability, prod_div_distrib, prod_mul_distrib, hexp]
    simp only [pow_mul]
    rw [div_mul_eq_mul_div, div_eq_div_iff hp hf, ← hm]
    ring
  -- the multinomial theorem sums over the ways to share N photons among the modes
  rw [totalPhotonProb, sum_congr rfl hterm, ← mul_sum, ← sum_pow_eq_sum_piAntidiag,
    ← intensity]
  ring
```

The smallest case with a real sum over several occupations and a mixed term is two photons in two modes. The occupations (2,0), (1,1) and (0,2) contribute

    exp(−M) (|a_1|⁴/2 + |a_1|² |a_2|² + |a_2|⁴/2) = exp(−M) M²/2

At the lower end, if all amplitudes vanish or there are no modes at all, then M = 0. With 0^0 = 1 the formula gives P(0) = 1 and P(N) = 0 for every N > 0, which is the vacuum.

## Normalisation, mean and shot noise

Neighbouring probabilities are related by a recurrence. Because (N+1)! = (N+1) N!, the factor N+1 cancels:

    (N+1) P(N+1) = exp(−M) M^(N+1) / N! = M P(N)

The proof inserts the Poisson formula on both sides and clears the factorials.

```lean
/-- Neighbouring total-number probabilities obey `(N + 1) P(N + 1) = M P(N)`. -/
theorem totalPhotonProb_succ (a : ι → ℂ) (N : ℕ) :
    ((N : ℝ) + 1) * totalPhotonProb a (N + 1) = intensity a * totalPhotonProb a N := by
  rw [totalPhotonProb_eq_poisson, totalPhotonProb_eq_poisson, mul_div_assoc',
    mul_div_assoc', div_eq_div_iff (by positivity) (by positivity), Nat.factorial_succ]
  push_cast
  ring
```

The exponential series shows that the probabilities are normalised:

    ∑_N P(N) = exp(−M) ∑_N M^N / N! = exp(−M) exp(M) = 1

In Lean, `HasSum f s` says that the series with terms f converges to s, whatever the order of its terms. The proof takes the series for exp(M) from Mathlib and multiplies it by exp(−M).

```lean
/-- The probabilities of all total photon numbers add up to one. -/
theorem hasSum_totalPhotonProb (a : ι → ℂ) : HasSum (totalPhotonProb a) 1 := by
  have h := NormedSpace.expSeries_div_hasSum_exp (intensity a)
  rw [← Real.exp_eq_exp_ℝ] at h
  have h' := h.mul_left (Real.exp (-intensity a))
  rw [← Real.exp_add, neg_add_cancel, Real.exp_zero] at h'
  refine h'.congr_fun fun N => ?_
  rw [totalPhotonProb_eq_poisson, mul_div_assoc]
```

For the mean, the term with N = 0 vanishes. Shifting the index by one and using the recurrence gives

    ∑_N N P(N) = ∑_N (N+1) P(N+1) = M ∑_N P(N) = M

The inner statement `h` is the shifted series, whose sum is known from the normalisation. The lemma `hasSum_nat_add_iff`, used with a shift of 1, puts the vanishing first term back.

```lean
/-- The mean total photon number is `M`. -/
theorem hasSum_mean (a : ι → ℂ) :
    HasSum (fun N : ℕ => (N : ℝ) * totalPhotonProb a N) (intensity a) := by
  have h : HasSum (fun N : ℕ => ((N + 1 : ℕ) : ℝ) * totalPhotonProb a (N + 1))
      (intensity a) := by
    have h0 := (hasSum_totalPhotonProb a).mul_left (intensity a)
    rw [mul_one] at h0
    have hs : (fun N : ℕ => ((N + 1 : ℕ) : ℝ) * totalPhotonProb a (N + 1))
        = fun N : ℕ => intensity a * totalPhotonProb a N := by
      funext N
      push_cast
      exact totalPhotonProb_succ a N
    rw [hs]
    exact h0
  simpa using (hasSum_nat_add_iff (f := fun N : ℕ => (N : ℝ) * totalPhotonProb a N) 1).mp h
```

The second moment follows from the same shift, since

    (N+1)² P(N+1) = M (N+1) P(N) = M N P(N) + M P(N)

Summing over N gives M² + M. Expanding the square around the mean then yields the variance:

    ∑_N (N−M)² P(N) = (M² + M) − 2M·M + M² = M

The standard deviation of the photon number is thus √M, which is the shot-noise law. In the proof, `h` is the shifted series and `h2` the second moment. The statement `key` combines the three known series, `hf` expands the square term by term, and `hv` simplifies the resulting sum.

```lean
/-- The variance of the total photon number is `M`, equal to its mean. -/
theorem hasSum_variance (a : ι → ℂ) :
    HasSum (fun N : ℕ => ((N : ℝ) - intensity a) ^ 2 * totalPhotonProb a N)
      (intensity a) := by
  -- second moment, by the same shift of the summation index
  have h : HasSum (fun N : ℕ => ((N + 1 : ℕ) : ℝ) ^ 2 * totalPhotonProb a (N + 1))
      (intensity a * intensity a + intensity a * 1) := by
    have hs : (fun N : ℕ => ((N + 1 : ℕ) : ℝ) ^ 2 * totalPhotonProb a (N + 1))
        = fun N : ℕ => intensity a * ((N : ℝ) * totalPhotonProb a N)
          + intensity a * totalPhotonProb a N := by
      funext N
      push_cast
      linear_combination ((N : ℝ) + 1) * totalPhotonProb_succ a N
    rw [hs]
    exact ((hasSum_mean a).mul_left (intensity a)).add
      ((hasSum_totalPhotonProb a).mul_left (intensity a))
  have h2 : HasSum (fun N : ℕ => (N : ℝ) ^ 2 * totalPhotonProb a N)
      (intensity a * intensity a + intensity a * 1) := by
    simpa using
      (hasSum_nat_add_iff (f := fun N : ℕ => (N : ℝ) ^ 2 * totalPhotonProb a N) 1).mp h
  -- expand the square around the mean
  have key := (h2.sub ((hasSum_mean a).mul_left (2 * intensity a))).add
    ((hasSum_totalPhotonProb a).mul_left (intensity a ^ 2))
  have hv : intensity a * intensity a + intensity a * 1 - 2 * intensity a * intensity a
      + intensity a ^ 2 * 1 = intensity a := by ring
  have hf : (fun N : ℕ => ((N : ℝ) - intensity a) ^ 2 * totalPhotonProb a N)
      = fun N : ℕ => (N : ℝ) ^ 2 * totalPhotonProb a N
        - 2 * intensity a * ((N : ℝ) * totalPhotonProb a N)
        + intensity a ^ 2 * totalPhotonProb a N := by
    funext N
    ring
  rw [hv] at key
  rw [hf]
  exact key

end

end MultimodeCoherentState
```

For finitely many modes in a coherent state, a simulation of ideal photon counting that needs only the total can therefore draw one Poisson number with mean M instead of one number per mode. A field described by a continuum of modes is not treated here.

The step from this model to a laboratory count is the identification of the photon number with the number of clicks. It supposes a detector that registers every photon in every mode and adds no counts of its own.

```lean
#print axioms MultimodeCoherentState.annihilation_eigenstate
-- 'MultimodeCoherentState.annihilation_eigenstate' depends on axioms: [propext, Classical.choice, Quot.sound]
#print axioms MultimodeCoherentState.totalPhotonProb_eq_poisson
-- 'MultimodeCoherentState.totalPhotonProb_eq_poisson' depends on axioms: [propext, Classical.choice, Quot.sound]
#print axioms MultimodeCoherentState.hasSum_variance
-- 'MultimodeCoherentState.hasSum_variance' depends on axioms: [propext, Classical.choice, Quot.sound]
```
